# For u = r^(l+1) exp(p) with p twice continuously differentiable, the pseudopotential has a finite limit at the nucleus exactly when p'(0) = 0

## A smooth wavefunction chosen before its potential

In the Kerker and Troullier-Martins constructions of a norm-conserving pseudopotential, one first chooses a nodeless radial pseudo-wavefunction for the core region and then finds the potential that produces it. For angular momentum l, the chosen form is

u(r) = r^(l+1) exp(p(r)),

where r is the distance from the nucleus and p is a real function. The potential V follows by inverting the radial Schrödinger equation at a given energy E. The inversion divides by u, which vanishes at r = 0, and for l > 0 it contains a centrifugal term that diverges there. Does V stay finite at the nucleus, and how flat is it?

In a plane-wave calculation a smoother potential generally needs fewer basis functions. The results below concern that smoothness near the origin, for a single radial channel with a local potential.

## The potential obtained by inversion

Let p be twice continuously differentiable on the reals, and let r > 0. In atomic units the radial equation is

-u''/2 + (l(l+1)/(2r²) + V) u = E u.

The first derivative of u is

u' = ((l+1)/r + p') u.

Differentiating once more gives

u'' = (-(l+1)/r² + p'') u + ((l+1)/r + p')² u.

Since (l+1)² - (l+1) = l(l+1), this is

u'' = (l(l+1)/r² + 2(l+1)p'/r + p'' + p'²) u.

On insertion into the radial equation the centrifugal terms cancel. Because u > 0, it can be divided out:

V = E + (l+1) p'/r + (p'' + p'²)/2.

The steps can be read backwards, so this V also solves the equation; the file states only the direction from the equation to the formula. Adding a constant to p rescales u and leaves V unchanged, so the normalisation of u plays no role.

## Continuity and the limit at the nucleus

For r > 0 every term of the formula is continuous, hence so is V.

Near the origin only p'/r is delicate. If p'(0) = 0, then

p'(r)/r = (p'(r) - p'(0))/(r - 0) → p''(0),

and therefore

V(r) → E + (l+1) p''(0) + p''(0)/2 = E + (l + 3/2) p''(0).

Conversely, suppose that V has a finite limit. Multiplying the formula by r gives

r (V - E - (p'' + p'²)/2) = (l+1) p'(r).

The bracket has a finite limit, so the left side tends to 0, while the right side tends to (l+1) p'(0). Since l+1 > 0, p'(0) = 0.

Physically, a nonzero slope p'(0) is the cusp that a Coulomb singularity imposes on the wavefunction: it leaves a term (l+1) p'(0)/r in V. Requiring p'(0) = 0 removes that singularity.

## The Troullier-Martins flatness condition

Now take the even polynomial

p(r) = c₀ + c₁r² + c₂r⁴ + c₃r⁶ + c₄r⁸ + c₅r¹⁰ + c₆r¹².

Its derivatives give

p'/r = 2c₁ + 4c₂r² + O(r⁴),

p'' = 2c₁ + 12c₂r² + O(r⁴),

p'² = 4c₁²r² + O(r⁴).

The potential is therefore

V = E + (2l+3)c₁ + (4(l+1)c₂ + 6c₂ + 2c₁²) r² + O(r⁴).

The coefficient of r² equals 2(c₁² + (2l+5)c₂), and it vanishes exactly when

c₁² + (2l+5)c₂ = 0.

This is one of the conditions that fix the Troullier-Martins coefficients. Norm conservation and the matching to the all-electron wavefunction at the core radius supply the others, and they are not treated here.

## What the Lean statements assume

`pseudoWave l p` is u, with `l` a natural number, so s waves are included. `SolvesRadial l V E u` is the radial equation in atomic units at every positive radius. The smoothness of p is `ContDiff ℝ 2 p`, and `deriv p 0 = 0` is the no-cusp condition.

`V` is a function on all reals, but the equation constrains it only for r > 0. Continuity is accordingly stated on `Ioi 0`, the open half-line, and limits are taken along `𝓝[>] 0`, that is, from the right. The value of `V` at 0 is arbitrary and plays no part in the results.

In `tmExponent c`, `c k` multiplies r^(2k) for k = 0 to 6. The theorem `tm_flat_iff` expresses a vanishing quadratic term as

(V(r) - (E + (2l+3)c₁))/r² → 0.

V is the full potential acting on the pseudo-electron. Subtracting the Hartree and exchange-correlation parts of the valence density, which yields the ionic pseudopotential, is not part of the model.

## Restricting the equation to the core region

The file uses the form r^(l+1) exp(p) on the whole half-line, whereas the constructions use it only inside a core radius r_c. An alternative definition would require the radial equation only for 0 < r < r_c. Continuity would then be obtained on that interval alone. The statements at the origin would keep their form, since they depend only on small r, but their proofs would have to restrict to radii below r_c. The definition chosen here avoids this extra parameter at the price of an equation assumed beyond the core.

## The complete file

```lean
import Mathlib

open Filter Topology Set

namespace PseudopotentialOrigin

noncomputable section

/-- The nodeless radial pseudo-wavefunction `r^(l+1) exp(p(r))`. -/
def pseudoWave (l : ℕ) (p : ℝ → ℝ) : ℝ → ℝ := fun r => r ^ (l + 1) * Real.exp (p r)

/-- The radial Schrödinger equation in atomic units, with angular momentum `l`, potential `V`
and energy `E`, holds for `u` at every positive radius. -/
def SolvesRadial (l : ℕ) (V : ℝ → ℝ) (E : ℝ) (u : ℝ → ℝ) : Prop :=
  ∀ r : ℝ, 0 < r →
    -(deriv (deriv u) r) / 2 + ((l : ℝ) * (l + 1) / (2 * r ^ 2) + V r) * u r = E * u r

/-- A twice continuously differentiable exponent is differentiable, its slope is differentiable,
and its second derivative is continuous. -/
lemma exponent_regular {p : ℝ → ℝ} (hp : ContDiff ℝ 2 p) :
    Differentiable ℝ p ∧ Differentiable ℝ (deriv p) ∧ Continuous (deriv (deriv p)) := by
  have h : ContDiff ℝ (1 + 1) p := by
    rw [one_add_one_eq_two]
    exact hp
  have h' := contDiff_succ_iff_deriv.1 h
  exact ⟨h'.1, h'.2.2.differentiable (by simp), h'.2.2.continuous_deriv (by simp)⟩

/-- The second derivative of the pseudo-wavefunction at a positive radius, written as a multiple of
the pseudo-wavefunction itself. -/
theorem deriv_deriv_pseudoWave (l : ℕ) {p : ℝ → ℝ} (hp : ContDiff ℝ 2 p) {r : ℝ} (hr : 0 < r) :
    deriv (deriv (pseudoWave l p)) r =
      ((l : ℝ) * (l + 1) / r ^ 2 + 2 * (l + 1) * deriv p r / r
        + deriv (deriv p) r + deriv p r ^ 2) * pseudoWave l p r := by
  obtain ⟨hp1, hp2, -⟩ := exponent_regular hp
  have hr0 : r ≠ 0 := hr.ne'
  have h1 : deriv (pseudoWave l p) =
      fun x => (((l : ℝ) + 1) * x ^ l + x ^ (l + 1) * deriv p x) * Real.exp (p x) := by
    funext x
    have h := (hasDerivAt_pow (l + 1) x).fun_mul (hp1 x).hasDerivAt.exp
    refine (h.congr_deriv ?_).deriv
    simp only [Nat.add_sub_cancel]
    push_cast
    ring
  have hl : (l : ℝ) * r ^ (l - 1) = l * r ^ l / r := by
    rcases l with _ | n
    · simp
    · rw [Nat.add_sub_cancel, pow_succ]
      field_simp
  have h2 := (((hasDerivAt_pow l r).const_mul ((l : ℝ) + 1)).fun_add
    ((hasDerivAt_pow (l + 1) r).fun_mul (hp2 r).hasDerivAt)).fun_mul (hp1 r).hasDerivAt.exp
  rw [h1]
  refine (h2.congr_deriv ?_).deriv
  rw [hl]
  simp only [pseudoWave, Nat.add_sub_cancel]
  push_cast
  field_simp
  ring

/-- Dividing the radial equation by the pseudo-wavefunction isolates the potential. -/
lemma potential_eq {l : ℕ} {p V : ℝ → ℝ} {E : ℝ} (hp : ContDiff ℝ 2 p)
    (h : SolvesRadial l V E (pseudoWave l p)) {r : ℝ} (hr : 0 < r) :
    V r = E + (l + 1) * (deriv p r / r) + (deriv (deriv p) r + deriv p r ^ 2) / 2 := by
  have hu : pseudoWave l p r ≠ 0 := (mul_pos (pow_pos hr _) (Real.exp_pos _)).ne'
  have e := h r hr
  rw [deriv_deriv_pseudoWave l hp hr] at e
  apply mul_right_cancel₀ hu
  linear_combination e

/-- The potential that belongs to a pseudo-wavefunction with twice continuously differentiable
exponent is continuous at all positive radii. -/
theorem potential_continuousOn {l : ℕ} {p V : ℝ → ℝ} {E : ℝ} (hp : ContDiff ℝ 2 p)
    (h : SolvesRadial l V E (pseudoWave l p)) : ContinuousOn V (Ioi 0) := by
  obtain ⟨-, hp2, hc⟩ := exponent_regular hp
  have hq : ContinuousOn (fun r => deriv p r / r) (Ioi (0 : ℝ)) :=
    hp2.continuous.continuousOn.div continuousOn_id (fun r hr => (mem_Ioi.1 hr).ne')
  have hs : Continuous (fun r => (deriv (deriv p) r + deriv p r ^ 2) / 2) :=
    (hc.add (hp2.continuous.pow 2)).div_const 2
  exact ((continuousOn_const.add (continuousOn_const.mul hq)).add hs.continuousOn).congr
    (fun r hr => potential_eq hp h hr)

/-- If the exponent has zero slope at the origin, the potential tends there to
`E + (l + 3/2) p''(0)`. -/
theorem potential_tendsto_origin {l : ℕ} {p V : ℝ → ℝ} {E : ℝ} (hp : ContDiff ℝ 2 p)
    (h : SolvesRadial l V E (pseudoWave l p)) (h0 : deriv p 0 = 0) :
    Tendsto V (𝓝[>] 0) (𝓝 (E + (l + 3 / 2) * deriv (deriv p) 0)) := by
  obtain ⟨-, hp2, hc⟩ := exponent_regular hp
  -- p'(r)/r is the difference quotient of p' at the origin
  have hq : Tendsto (fun r => deriv p r / r) (𝓝[>] 0) (𝓝 (deriv (deriv p) 0)) := by
    have hs := (hasDerivAt_iff_tendsto_slope.1 (hp2 0).hasDerivAt).mono_left
      (nhdsWithin_mono (0 : ℝ) (fun x (hx : x ∈ Ioi (0 : ℝ)) => (mem_Ioi.1 hx).ne'))
    refine hs.congr (fun r => ?_)
    rw [slope_def_field, h0, sub_zero, sub_zero]
  have hs : Tendsto (fun r => (deriv (deriv p) r + deriv p r ^ 2) / 2) (𝓝[>] 0)
      (𝓝 ((deriv (deriv p) 0 + deriv p 0 ^ 2) / 2)) :=
    (((hc.add (hp2.continuous.pow 2)).div_const 2).tendsto 0).mono_left nhdsWithin_le_nhds
  have ht := ((hq.const_mul ((l : ℝ) + 1)).const_add E).add hs
  have hv : E + ((l : ℝ) + 1) * deriv (deriv p) 0 + (deriv (deriv p) 0 + deriv p 0 ^ 2) / 2
      = E + (l + 3 / 2) * deriv (deriv p) 0 := by
    rw [h0]
    ring
  rw [hv] at ht
  refine ht.congr' ?_
  filter_upwards [self_mem_nhdsWithin] with r hr
  exact (potential_eq hp h hr).symm

/-- The potential has a finite limit at the origin exactly when the exponent has zero slope
there. -/
theorem finite_at_origin_iff {l : ℕ} {p V : ℝ → ℝ} {E : ℝ} (hp : ContDiff ℝ 2 p)
    (h : SolvesRadial l V E (pseudoWave l p)) :
    (∃ L, Tendsto V (𝓝[>] 0) (𝓝 L)) ↔ deriv p 0 = 0 := by
  refine ⟨?_, fun h0 => ⟨_, potential_tendsto_origin hp h h0⟩⟩
  rintro ⟨L, hL⟩
  obtain ⟨-, hp2, hc⟩ := exponent_regular hp
  have hs : Tendsto (fun r => (deriv (deriv p) r + deriv p r ^ 2) / 2) (𝓝[>] 0)
      (𝓝 ((deriv (deriv p) 0 + deriv p 0 ^ 2) / 2)) :=
    (((hc.add (hp2.continuous.pow 2)).div_const 2).tendsto 0).mono_left nhdsWithin_le_nhds
  have hid : Tendsto (fun r : ℝ => r) (𝓝[>] 0) (𝓝 0) :=
    (continuous_id.tendsto (0 : ℝ)).mono_left nhdsWithin_le_nhds
  have hd : Tendsto (fun r => ((l : ℝ) + 1) * deriv p r) (𝓝[>] 0)
      (𝓝 (((l : ℝ) + 1) * deriv p 0)) :=
    ((hp2.continuous.tendsto 0).mono_left nhdsWithin_le_nhds).const_mul _
  -- r (V - E - (p'' + p'²)/2) tends to zero, and equals (l+1) p'(r) for r > 0
  have hz := hid.mul ((hL.sub_const E).sub hs)
  have he := hz.congr' (f₂ := fun r => ((l : ℝ) + 1) * deriv p r) (by
    filter_upwards [self_mem_nhdsWithin] with r hr
    have hr0 : r ≠ 0 := (mem_Ioi.1 hr).ne'
    rw [potential_eq hp h hr]
    field_simp
    ring)
  have hu := tendsto_nhds_unique hd he
  rw [zero_mul] at hu
  exact (mul_eq_zero.1 hu).resolve_left (by positivity)

/-- The Troullier-Martins exponent: an even polynomial of degree at most twelve, with `c k` the
coefficient of `r^(2k)`. -/
def tmExponent (c : ℕ → ℝ) : ℝ → ℝ := fun r => ∑ k ∈ Finset.range 7, c k * r ^ (2 * k)

/-- Term-by-term derivative of a sum of seven powers. -/
lemma deriv_powerSum (a : ℕ → ℝ) (e : ℕ → ℕ) :
    deriv (fun r : ℝ => ∑ k ∈ Finset.range 7, a k * r ^ e k) =
      fun r => ∑ k ∈ Finset.range 7, a k * (e k : ℝ) * r ^ (e k - 1) := by
  funext r
  have h := HasDerivAt.fun_sum (u := Finset.range 7)
    (fun k _ => (hasDerivAt_pow (e k) r).const_mul (a k))
  refine (h.congr_deriv ?_).deriv
  exact Finset.sum_congr rfl (fun k _ => by ring)

/-- For the Troullier-Martins exponent, the potential minus `E + (2l+3) c₁`, divided by `r²`,
tends to `2 (c₁² + (2l+5) c₂)` at the origin. -/
theorem tm_quadratic_coefficient {l : ℕ} {c : ℕ → ℝ} {V : ℝ → ℝ} {E : ℝ}
    (h : SolvesRadial l V E (pseudoWave l (tmExponent c))) :
    Tendsto (fun r => (V r - (E + (2 * l + 3) * c 1)) / r ^ 2) (𝓝[>] 0)
      (𝓝 (2 * (c 1 ^ 2 + (2 * l + 5) * c 2))) := by
  have hp : ContDiff ℝ 2 (tmExponent c) :=
    ContDiff.sum (fun k _ => contDiff_const.mul (contDiff_id.pow (2 * k)))
  have h1 : deriv (tmExponent c) = fun r => ∑ k ∈ Finset.range 7,
      c k * ((2 * k : ℕ) : ℝ) * r ^ (2 * k - 1) := deriv_powerSum c (fun k => 2 * k)
  have h2 : deriv (deriv (tmExponent c)) = fun r => ∑ k ∈ Finset.range 7,
      c k * ((2 * k : ℕ) : ℝ) * ((2 * k - 1 : ℕ) : ℝ) * r ^ (2 * k - 1 - 1) := by
    rw [h1]
    exact deriv_powerSum (fun k => c k * ((2 * k : ℕ) : ℝ)) (fun k => 2 * k - 1)
  have d1 : ∀ r, deriv (tmExponent c) r = r * (2 * c 1 + 4 * c 2 * r ^ 2 + 6 * c 3 * r ^ 4
      + 8 * c 4 * r ^ 6 + 10 * c 5 * r ^ 8 + 12 * c 6 * r ^ 10) := by
    intro r
    rw [h1]
    norm_num [Finset.sum_range_succ]
    ring
  have d2 : ∀ r, deriv (deriv (tmExponent c)) r = 2 * c 1 + 12 * c 2 * r ^ 2 + 30 * c 3 * r ^ 4
      + 56 * c 4 * r ^ 6 + 90 * c 5 * r ^ 8 + 132 * c 6 * r ^ 10 := by
    intro r
    rw [h2]
    norm_num [Finset.sum_range_succ]
    ring
  -- for r > 0 the quotient equals this polynomial in r, which is continuous everywhere
  have hG : Continuous (fun r : ℝ =>
      ((l : ℝ) + 1) * (4 * c 2 + 6 * c 3 * r ^ 2 + 8 * c 4 * r ^ 4 + 10 * c 5 * r ^ 6
        + 12 * c 6 * r ^ 8)
      + (12 * c 2 + 30 * c 3 * r ^ 2 + 56 * c 4 * r ^ 4 + 90 * c 5 * r ^ 6
        + 132 * c 6 * r ^ 8) / 2
      + (2 * c 1 + 4 * c 2 * r ^ 2 + 6 * c 3 * r ^ 4 + 8 * c 4 * r ^ 6 + 10 * c 5 * r ^ 8
        + 12 * c 6 * r ^ 10) ^ 2 / 2) := by fun_prop
  refine Tendsto.congr' ?_
    ((hG.tendsto' 0 _ (by ring)).mono_left nhdsWithin_le_nhds)
  filter_upwards [self_mem_nhdsWithin] with r hr
  have hr0 : r ≠ 0 := (mem_Ioi.1 hr).ne'
  rw [potential_eq hp h hr, d2, d1, mul_div_cancel_left₀ _ hr0, eq_div_iff (pow_ne_zero 2 hr0)]
  ring

/-- Troullier-Martins condition: the quadratic term of the potential at the origin vanishes
exactly when `c₁² + (2l+5) c₂ = 0`. -/
theorem tm_flat_iff {l : ℕ} {c : ℕ → ℝ} {V : ℝ → ℝ} {E : ℝ}
    (h : SolvesRadial l V E (pseudoWave l (tmExponent c))) :
    Tendsto (fun r => (V r - (E + (2 * l + 3) * c 1)) / r ^ 2) (𝓝[>] 0) (𝓝 0) ↔
      c 1 ^ 2 + (2 * l + 5) * c 2 = 0 := by
  have hq := tm_quadratic_coefficient h
  constructor
  · intro h0
    have := tendsto_nhds_unique hq h0
    linarith
  · intro h0
    rwa [h0, mul_zero] at hq

/-- The exponent `-ω r²/2` of a Gaussian. -/
def gaussianExponent (ω : ℝ) : ℝ → ℝ := fun r => -(ω / 2) * r ^ 2

/-- The Gaussian pseudo-wavefunction solves the radial equation with the harmonic potential `ω²
r²/2` at energy `(l + 3/2) ω`, and its exponent is twice continuously differentiable with zero slope
at the origin. -/
theorem solvesRadial_witness (l : ℕ) (ω : ℝ) :
    ContDiff ℝ 2 (gaussianExponent ω) ∧ deriv (gaussianExponent ω) 0 = 0 ∧
      SolvesRadial l (fun r => ω ^ 2 * r ^ 2 / 2) ((l + 3 / 2) * ω)
        (pseudoWave l (gaussianExponent ω)) := by
  have hp : ContDiff ℝ 2 (gaussianExponent ω) :=
    contDiff_const.mul (contDiff_id.pow 2)
  have d1 : ∀ r, deriv (gaussianExponent ω) r = -ω * r := fun r =>
    (((hasDerivAt_pow 2 r).const_mul (-(ω / 2))).congr_deriv (by norm_num; ring)).deriv
  have d2 : ∀ r, deriv (deriv (gaussianExponent ω)) r = -ω := by
    intro r
    rw [funext d1]
    exact (((hasDerivAt_id' r).const_mul (-ω)).congr_deriv (by ring)).deriv
  refine ⟨hp, by rw [d1, mul_zero], fun r hr => ?_⟩
  have hr0 : r ≠ 0 := hr.ne'
  rw [deriv_deriv_pseudoWave l hp hr, d2, d1]
  generalize pseudoWave l (gaussianExponent ω) r = u
  have hc : 2 * ((l : ℝ) + 1) * (-ω * r) / r = -(2 * (l + 1) * ω) := by
    rw [div_eq_iff hr0]
    ring
  rw [hc]
  ring

end

end PseudopotentialOrigin
```

```lean
#print axioms PseudopotentialOrigin.potential_continuousOn
-- 'PseudopotentialOrigin.potential_continuousOn' depends on axioms: [propext, Classical.choice, Quot.sound]
#print axioms PseudopotentialOrigin.finite_at_origin_iff
-- 'PseudopotentialOrigin.finite_at_origin_iff' depends on axioms: [propext, Classical.choice, Quot.sound]
#print axioms PseudopotentialOrigin.tm_flat_iff
-- 'PseudopotentialOrigin.tm_flat_iff' depends on axioms: [propext, Classical.choice, Quot.sound]
```

## How the proof follows the calculation

**Inversion.** `exponent_regular` extracts from the smoothness of p the facts needed later: p and p' are differentiable, and p'' is continuous. `deriv_deriv_pseudoWave` computes u''. It writes u' without dividing by r, so that the expression holds at every real argument and can be differentiated again. The auxiliary identity `hl` treats l = 0 separately, because differentiating r^l produces the exponent l - 1. `potential_eq` then substitutes u'' into the radial equation and cancels the nonzero factor u; `linear_combination e` does the remaining algebra.

**Continuity and limit.** `potential_continuousOn` assembles the continuity of the terms and transfers it to V through the formula. In `potential_tendsto_origin`, `hasDerivAt_iff_tendsto_slope` turns the derivative of p' at 0 into the limit of its difference quotient, and `h0` reduces that quotient to p'(r)/r. The other terms converge by continuity.

**Necessity of zero slope.** `finite_at_origin_iff` takes one direction from the previous theorem. For the other, `hz` is the limit of r times the bracket, and `he` rewrites that product as (l+1) p'(r). Uniqueness of limits gives (l+1) p'(0) = 0, and the positive factor is removed.

**Polynomial exponent.** `deriv_powerSum` differentiates a sum of seven powers term by term, and applying it twice gives p' and p''. The facts `d1` and `d2` write these derivatives out, with one factor r taken out of p'. After the constant is subtracted from V and the result divided by r², an explicit polynomial remains. Its continuity is `hG`, and its value at 0 is the limit in `tm_quadratic_coefficient`. `tm_flat_iff` compares this limit with zero.

**A harmonic example.** `solvesRadial_witness` shows that the assumptions can be met for every l. With p = -ωr²/2, the potential is ω²r²/2 and the energy is (l + 3/2)ω, for any real ω. Here p''(0) = -ω, so the limit formula gives 0, in agreement with the harmonic potential at the origin. For ω > 0, u is the nodeless oscillator state in the channel l.
